# A Groenewold-type identity for spin: one combination of quadratic commutators has S·S − 3ħ²/4 where the classical brackets have x·x

Suppose that quadratic products of classical spin components are replaced by symmetrized operator products, the classical squared length by the value of $\mathbf S\cdot\mathbf S$, and brackets by commutators divided by $i\hbar$. For a spin one, where $\mathbf S\cdot\mathbf S=2\hbar^2$, a certain combination of classical brackets then predicts the operator $2\hbar^2S_2$. The commutators actually give $\tfrac54\hbar^2S_2$. For a spin one-half the prediction is $\tfrac34\hbar^2S_2$ and the commutators give zero.

The discrepancy is an exact operator identity. With components numbered 0, 1, 2, so that $S_2$ is the usual $S_z$, and with $A_{ij}=\tfrac12(S_iS_j+S_jS_i)$, it reads

$$[S_0^2-S_1^2,A_{01}]-[A_{12},A_{20}]=i\hbar\left(\mathbf S\cdot\mathbf S-\tfrac34\hbar^2\right)S_2 .$$

The corresponding classical brackets give $(\mathbf x\cdot\mathbf x)\,x_2$. The identity gives the error made in this combination when commutators are replaced by classical brackets: for spin $s>0$ it is a fraction $3/(4s(s+1))$ of the classical value, taken with $\mathbf x\cdot\mathbf x=\hbar^2s(s+1)$.

## Spin operators in a complex algebra

The operators live in an associative algebra $A$ with unit over the complex numbers. Matrices are one example, but neither finite dimension nor Hermiticity is required.

```lean
import Mathlib

open MvPolynomial

namespace SpinGroenewold

noncomputable section

variable {A : Type*} [Ring A] [Algebra ℂ A]
```

The commutator is $[x,y]=xy-yx$.

```lean
/-- The commutator of two operators. -/
def comm (x y : A) : A := x * y - y * x
```

The spin components form a function `S : Fin 3 → A`. They satisfy the three cyclic relations

$$[S_0,S_1]=i\hbar S_2,\qquad [S_1,S_2]=i\hbar S_0,\qquad [S_2,S_0]=i\hbar S_1 .$$

The predicate `IsSpin` collects them. It allows any complex number for $\hbar$; the physical case is real and positive.

```lean
/-- The spin commutation relations `[S_i, S_j] = i ħ ε_ijk S_k`, with components numbered
0, 1, 2. -/
def IsSpin (ħ : ℂ) (S : Fin 3 → A) : Prop :=
  comm (S 0) (S 1) = (Complex.I * ħ) • S 2 ∧
  comm (S 1) (S 2) = (Complex.I * ħ) • S 0 ∧
  comm (S 2) (S 0) = (Complex.I * ħ) • S 1
```

The quadratic observables are the symmetrized products $A_{ij}$, which are Hermitian whenever the components are.

```lean
/-- The symmetrized product `(S_i S_j + S_j S_i) / 2`. -/
def symProd (S : Fin 3 → A) (i j : Fin 3) : A := (1 / 2 : ℂ) • (S i * S j + S j * S i)
```

The squared spin $\mathbf S\cdot\mathbf S=S_0^2+S_1^2+S_2^2$ is an element of the algebra. At this point it is not assumed to be a number.

```lean
/-- The squared spin `S · S`. -/
def spinSq (S : Fin 3 → A) : A := S 0 * S 0 + S 1 * S 1 + S 2 * S 2
```

## The classical brackets give the squared length

Classical observables are complex polynomials in $x_0,x_1,x_2$, with the bracket

$$\{f,g\}=\mathbf x\cdot(\nabla f\times\nabla g),$$

which gives $\{x_0,x_1\}=x_2$ and its cyclic versions. In Lean, `pderiv i` is the partial derivative with respect to $x_i$, and the triple product is written out by components.

```lean
/-- The classical spin bracket on polynomials in `x_0, x_1, x_2`, for which
`{x_i, x_j} = ε_ijk x_k`. -/
def poisson (f g : MvPolynomial (Fin 3) ℂ) : MvPolynomial (Fin 3) ℂ :=
  X 0 * (pderiv 1 f * pderiv 2 g - pderiv 2 f * pderiv 1 g) +
  X 1 * (pderiv 2 f * pderiv 0 g - pderiv 0 f * pderiv 2 g) +
  X 2 * (pderiv 0 f * pderiv 1 g - pderiv 1 f * pderiv 0 g)
```

The squared length is the classical partner of $\mathbf S\cdot\mathbf S$.

```lean
/-- The classical squared length `x · x`. -/
def radiusSq : MvPolynomial (Fin 3) ℂ := X 0 * X 0 + X 1 * X 1 + X 2 * X 2
```

For $f=x_0^2-x_1^2$ and $g=x_0x_1$ the gradients are $(2x_0,-2x_1,0)$ and $(x_1,x_0,0)$. Their cross product is $(0,0,2x_0^2+2x_1^2)$, hence

$$\{x_0^2-x_1^2,\,x_0x_1\}=2(x_0^2+x_1^2)x_2 .$$

For $x_1x_2$ and $x_2x_0$ the gradients are $(0,x_2,x_1)$ and $(x_2,0,x_0)$, with cross product $(x_0x_2,\,x_1x_2,\,-x_2^2)$. Therefore

$$\{x_1x_2,\,x_2x_0\}=(x_0^2+x_1^2-x_2^2)x_2 .$$

The difference is $(x_0^2+x_1^2+x_2^2)x_2$. In the proof, `simp` carries out the differentiation and `ring` compares the polynomials.

```lean
/-- The classical brackets combine to the squared length times the third component. -/
theorem classical_identity :
    poisson (X 0 * X 0 - X 1 * X 1) (X 0 * X 1) - poisson (X 1 * X 2) (X 2 * X 0)
      = radiusSq * X 2 := by
  simp [poisson, radiusSq, pderiv_X]
  ring
```

## Ordering the operator products produces the correction

Write the commutation relations with a general scale $c$ in place of $i\hbar$. They allow every word to be brought into the order $S_0,S_1,S_2$:

$$S_1S_0=S_0S_1-cS_2,\qquad S_2S_1=S_1S_2-cS_0,\qquad S_2S_0=S_0S_2+cS_1 .$$

The symmetrized products become

$$A_{01}=S_0S_1-\tfrac c2S_2,\qquad A_{12}=S_1S_2-\tfrac c2S_0,\qquad A_{20}=S_0S_2+\tfrac c2S_1 .$$

For the first commutator, the product rule gives

$$[S_0^2-S_1^2,\,S_0S_1]=c\,(S_0^2S_2+S_0S_2S_0+S_1S_2S_1+S_2S_1^2).$$

The three words that are out of order are

$$\begin{aligned}
S_0S_2S_0&=S_0^2S_2+cS_0S_1,\\
S_1S_2S_1&=S_1^2S_2-cS_0S_1+c^2S_2,\\
S_2S_1^2&=S_1^2S_2-2cS_0S_1+c^2S_2 .
\end{aligned}$$

This part therefore equals $2c(S_0^2+S_1^2)S_2-2c^2S_0S_1+2c^3S_2$. The remaining term of $A_{01}$ contributes

$$-\tfrac c2[S_0^2-S_1^2,S_2]=c^2(S_0S_1+S_1S_0)=2c^2S_0S_1-c^3S_2 .$$

Adding the two parts,

$$[S_0^2-S_1^2,A_{01}]=2c(S_0^2+S_1^2)S_2+c^3S_2 .$$

The second commutator expands into four terms:

$$\begin{aligned}
[S_1S_2,S_0S_2]&=c(S_0^2+S_1^2-S_2^2)S_2,\\
\tfrac c2[S_1S_2,S_1]&=-\tfrac{c^2}2S_0S_1+\tfrac{c^3}2S_2,\\
-\tfrac c2[S_0,S_0S_2]&=\tfrac{c^2}2S_0S_1,\\
-\tfrac{c^2}4[S_0,S_1]&=-\tfrac{c^3}4S_2 .
\end{aligned}$$

Their sum is

$$[A_{12},A_{20}]=c(S_0^2+S_1^2-S_2^2)S_2+\tfrac{c^3}4S_2 .$$

Subtracting leaves $c(\mathbf S\cdot\mathbf S+\tfrac34c^2)S_2$. The cubic terms repeat the classical calculation, and the ordering terms add up to $\tfrac34c^3S_2$.

The Lean proof expands everything at once instead of using the product rule. The facts `r10`, `r21` and `r20` are the three ordering rules, and `q10`, `q21` and `q20` apply them at the front of longer words. After `simp only` has ordered all words, `module` compares their coefficients.

```lean
/-- The quantum identity for commutation relations `[S_i, S_j] = c ε_ijk S_k` with an arbitrary
complex scale `c`. -/
theorem ordering_identity (c : ℂ) (S : Fin 3 → A) (h01 : comm (S 0) (S 1) = c • S 2)
    (h12 : comm (S 1) (S 2) = c • S 0) (h20 : comm (S 2) (S 0) = c • S 1) :
    comm (S 0 * S 0 - S 1 * S 1) (symProd S 0 1) - comm (symProd S 1 2) (symProd S 2 0)
      = c • ((spinSq S + (3 / 4 * c ^ 2) • (1 : A)) * S 2) := by
  -- rules that move components into the order 0, 1, 2
  have r10 : S 1 * S 0 = S 0 * S 1 - c • S 2 := by
    rw [← h01]; simp only [comm]; abel
  have r21 : S 2 * S 1 = S 1 * S 2 - c • S 0 := by
    rw [← h12]; simp only [comm]; abel
  have r20 : S 2 * S 0 = S 0 * S 2 + c • S 1 := by
    rw [← h20]; simp only [comm]; abel
  -- the same rules inside longer words
  have q10 : ∀ x, S 1 * (S 0 * x) = S 0 * (S 1 * x) - c • (S 2 * x) := fun x => by
    rw [← mul_assoc, r10, sub_mul, smul_mul_assoc, mul_assoc]
  have q21 : ∀ x, S 2 * (S 1 * x) = S 1 * (S 2 * x) - c • (S 0 * x) := fun x => by
    rw [← mul_assoc, r21, sub_mul, smul_mul_assoc, mul_assoc]
  have q20 : ∀ x, S 2 * (S 0 * x) = S 0 * (S 2 * x) + c • (S 1 * x) := fun x => by
    rw [← mul_assoc, r20, add_mul, smul_mul_assoc, mul_assoc]
  -- order every word, then compare coefficients
  simp only [comm, symProd, spinSq, mul_add, add_mul, mul_sub, sub_mul, smul_mul_assoc,
    mul_smul_comm, mul_assoc, one_mul, r10, r21, r20, q10, q21, q20]
  module
```

Setting $c=i\hbar$ gives $c^2=-\hbar^2$, which turns the plus sign into a minus. That substitution is the whole proof of the spin identity.

```lean
/-- Groenewold identity for spin: the commutators that correspond to the classical brackets give
`i ħ (S · S - 3 ħ² / 4) S_z`, where `S_z` is the component numbered 2. -/
theorem groenewold_spin (ħ : ℂ) (S : Fin 3 → A) (h : IsSpin ħ S) :
    comm (S 0 * S 0 - S 1 * S 1) (symProd S 0 1) - comm (symProd S 1 2) (symProd S 2 0)
      = (Complex.I * ħ) • ((spinSq S - (3 / 4 * ħ ^ 2) • (1 : A)) * S 2) := by
  have hc : 3 / 4 * (Complex.I * ħ) ^ 2 = -(3 / 4 * ħ ^ 2) := by
    rw [mul_pow, Complex.I_sq]; ring
  rw [ordering_identity _ S h.1 h.2.1 h.2.2, hc, neg_smul, ← sub_eq_add_neg]
```

The same argument gives a neighbouring identity for each of the other components. The commutation relations are unchanged under $0\to1\to2\to0$, and this relabelling yields

$$[S_1^2-S_2^2,A_{12}]-[A_{20},A_{01}]=i\hbar\left(\mathbf S\cdot\mathbf S-\tfrac34\hbar^2\right)S_0 .$$

## A definite spin quantum number

If $\mathbf S\cdot\mathbf S=\hbar^2s(s+1)$, as in an irreducible representation of spin $s$, the bracketed factor is $\hbar^2$ times the number

$$s(s+1)-\tfrac34=\left(s-\tfrac12\right)\left(s+\tfrac32\right).$$

The combination of commutators is then $i\hbar^3(s-\tfrac12)(s+\tfrac32)S_2$. It vanishes for $s=\tfrac12$. For the $2\times2$ spin matrices this can be seen directly: each $S_i^2$ is a multiple of the identity and different components anticommute, so both commutators are zero. The theorem takes the value of $\mathbf S\cdot\mathbf S$ as a hypothesis and accepts any complex $s$; it does not derive the half-integer spectrum.

```lean
/-- If `S · S = ħ² s (s + 1)`, the combination of commutators equals
`i ħ³ (s - 1/2) (s + 3/2) S_z`. -/
theorem groenewold_spin_of_spinSq (ħ s : ℂ) (S : Fin 3 → A) (h : IsSpin ħ S)
    (hs : spinSq S = (ħ ^ 2 * (s * (s + 1))) • (1 : A)) :
    comm (S 0 * S 0 - S 1 * S 1) (symProd S 0 1) - comm (symProd S 1 2) (symProd S 2 0)
      = (Complex.I * ħ ^ 3 * ((s - 1 / 2) * (s + 3 / 2))) • S 2 := by
  rw [groenewold_spin ħ S h, hs]
  simp only [sub_mul, smul_mul_assoc, one_mul]
  module
```

## Conditions on a quantization rule with symmetric ordering

A classical spin of fixed length moves on the sphere $\mathbf x\cdot\mathbf x=r$, where $r$ is the squared radius. Consider a linear map $Q$ from polynomials to operators with these properties:

- `one` and `lin`: $Q(1)=1$ and $Q(x_i)=S_i$.
- `quad`: $Q(x_ix_j)=A_{ij}$, which is the choice of symmetric ordering.
- `sphere`: $Q((\mathbf x\cdot\mathbf x)f)=r\,Q(f)$ for every polynomial $f$. This expresses the fixed length of the spin, since $\mathbf x\cdot\mathbf x$ and $r$ are the same function on the sphere.
- `bracket`: $[Q(f),Q(g)]=i\hbar\,Q(\{f,g\})$ for quadratic monomials $f$ and $g$. This is the correspondence between brackets and commutators, required only at second degree.

```lean
/-- A linear quantization rule on the sphere `x · x = r`: it sends `1` to `1`, `x_i` to `S_i` and
`x_i x_j` to the symmetrized product, it replaces a factor `x · x` by `r`, and the commutator of the
images of two quadratic monomials is `i ħ` times the image of their bracket. -/
structure IsSphereQuantization (ħ r : ℂ) (S : Fin 3 → A)
    (Q : MvPolynomial (Fin 3) ℂ →ₗ[ℂ] A) : Prop where
  one : Q 1 = 1
  lin : ∀ i, Q (X i) = S i
  quad : ∀ i j, Q (X i * X j) = symProd S i j
  sphere : ∀ f, Q (radiusSq * f) = r • Q f
  bracket : ∀ i j k l, comm (Q (X i * X j)) (Q (X k * X l))
    = (Complex.I * ħ) • Q (poisson (X i * X j) (X k * X l))
```

For equal indices the symmetrized product is the ordinary square, $A_{ii}=S_i^2$.

```lean
/-- The symmetrized product of a component with itself is its square. -/
theorem symProd_self (S : Fin 3 → A) (i : Fin 3) : symProd S i i = S i * S i := by
  simp only [symProd]
  module
```

## The two identities rule out such a map

Suppose such a $Q$ exists. Taking $f=1$ in the sphere condition gives

$$r=Q(\mathbf x\cdot\mathbf x)=S_0^2+S_1^2+S_2^2=\mathbf S\cdot\mathbf S .$$

Next, write the classical identity in terms of monomials:

$$(\mathbf x\cdot\mathbf x)x_2=\{x_0^2,x_0x_1\}-\{x_1^2,x_0x_1\}-\{x_1x_2,x_2x_0\}.$$

Apply $Q$ and multiply by $i\hbar$. The left side becomes $i\hbar\,rS_2$ by the sphere condition. The right side becomes the combination of commutators, which the spin identity evaluates:

$$i\hbar\,rS_2=i\hbar\left(r-\tfrac34\hbar^2\right)S_2 .$$

Hence $\tfrac34i\hbar^3S_2=0$, which is impossible when $\hbar\neq0$ and $S_2\neq0$. No choice of $r$ avoids this, because the squares have already fixed $r=\mathbf S\cdot\mathbf S$.

In the proof, `hC` is the value of the squared spin, `hcl` the classical identity in monomials, and `key` its quantized form. The contradiction comes from `hz`, which says that a multiple of $S_2$ vanishes, and `hne`, which says that the multiplier does not.

```lean
/-- For nonzero `ħ` and nonzero `S_z`, no linear quantization rule of this kind exists on a sphere
of any squared radius `r`. -/
theorem no_sphere_quantization (ħ r : ℂ) (S : Fin 3 → A) (h : IsSpin ħ S) (hħ : ħ ≠ 0)
    (hS : S 2 ≠ 0) : ¬ ∃ Q : MvPolynomial (Fin 3) ℂ →ₗ[ℂ] A, IsSphereQuantization ħ r S Q := by
  rintro ⟨Q, hQ⟩
  -- the sphere relation fixes the squared spin
  have hC : spinSq S = r • (1 : A) := by
    have h1 := hQ.sphere 1
    rw [mul_one, hQ.one, radiusSq, map_add, map_add, hQ.quad, hQ.quad, hQ.quad,
      symProd_self, symProd_self, symProd_self] at h1
    exact h1
  have hcl : radiusSq * X 2 = poisson (X 0 * X 0) (X 0 * X 1)
      - poisson (X 1 * X 1) (X 0 * X 1) - poisson (X 1 * X 2) (X 2 * X 0) := by
    rw [← classical_identity]
    simp only [poisson, map_sub]
    ring
  have b1 := hQ.bracket 0 0 0 1
  have b2 := hQ.bracket 1 1 0 1
  have b3 := hQ.bracket 1 2 2 0
  simp only [hQ.quad, symProd_self] at b1 b2 b3
  -- quantize the classical identity and compare with the quantum one
  have key : (Complex.I * ħ) • Q (radiusSq * X 2)
      = comm (S 0 * S 0 - S 1 * S 1) (symProd S 0 1)
        - comm (symProd S 1 2) (symProd S 2 0) := by
    rw [hcl, map_sub, map_sub, smul_sub, smul_sub, ← b1, ← b2, ← b3]
    simp only [comm, sub_mul, mul_sub]
    abel
  rw [groenewold_spin ħ S h, hQ.sphere, hQ.lin, hC] at key
  simp only [sub_mul, smul_mul_assoc, one_mul] at key
  have hz : (Complex.I * ħ * (3 / 4 * ħ ^ 2)) • S 2 = 0 := by
    linear_combination (norm := module) key
  have hne : Complex.I * ħ * (3 / 4 * ħ ^ 2) ≠ 0 :=
    mul_ne_zero (mul_ne_zero Complex.I_ne_zero hħ)
      (mul_ne_zero (by norm_num) (pow_ne_zero 2 hħ))
  exact (smul_ne_zero hne hS) hz
```

This obstruction concerns polynomials on the sphere, whereas Groenewold's theorem concerns polynomials in position and momentum. It also excludes only rules that use symmetric ordering for the quadratic observables, since that ordering is put in as a condition.

The condition $S_2\neq0$ excludes a real exception. Take $A=\mathbb C$, all $S_i=0$, $r=0$, and let $Q(f)=f(0)$ be evaluation at the origin. The spin relations hold for every $\hbar$, and $Q$ sends 1 to 1 and all linear and quadratic monomials to 0. The sphere condition reads $0=0$. The bracket of two quadratic monomials is a cubic polynomial or zero, so it vanishes at the origin, as do all commutators in $\mathbb C$. This $Q$ meets every requirement, and it describes spin zero.

## Spin one as an explicit case

The Cartesian spin-one matrices have entries $(S_i)_{jk}=-i\hbar\,\varepsilon_{ijk}$, where $\varepsilon_{ijk}$ is the antisymmetric symbol with $\varepsilon_{012}=1$.

```lean
/-- The spin-one matrices in the Cartesian basis. -/
def spinOne (ħ : ℂ) : Fin 3 → Matrix (Fin 3) (Fin 3) ℂ :=
  ![!![0, 0, 0; 0, 0, -(Complex.I * ħ); 0, Complex.I * ħ, 0],
    !![0, 0, Complex.I * ħ; 0, 0, 0; -(Complex.I * ħ), 0, 0],
    !![0, -(Complex.I * ħ), 0; Complex.I * ħ, 0, 0; 0, 0, 0]]
```

Each square $S_i^2$ is $\hbar^2$ times the projector onto the two axes other than $i$. Every axis is counted twice in the sum, so $\mathbf S\cdot\mathbf S=2\hbar^2$, which is $\hbar^2s(s+1)$ at $s=1$. Multiplying the matrices also confirms the three commutation relations. The proof does this entry by entry, using $i^2=-1$ for the diagonal entries of $\mathbf S\cdot\mathbf S$.

For $\hbar\neq0$ the matrix $S_2$ is visibly nonzero, so these matrices fall under the obstruction. The factor $(s-\tfrac12)(s+\tfrac32)$ equals $\tfrac54$ here, the value quoted at the start.

```lean
/-- The spin-one matrices obey the spin commutation relations, and their squared spin is
`ħ² s (s + 1)` with `s = 1`. -/
theorem spinOne_witness (ħ : ℂ) : IsSpin ħ (spinOne ħ) ∧
    spinSq (spinOne ħ) = (ħ ^ 2 * (1 * (1 + 1))) • (1 : Matrix (Fin 3) (Fin 3) ℂ) := by
  refine ⟨⟨?_, ?_, ?_⟩, ?_⟩
  all_goals
    ext j k
    fin_cases j <;> fin_cases k <;>
      simp [comm, spinSq, spinOne] <;>
      first
        | ring1
        | linear_combination (-2 * ħ ^ 2) * Complex.I_sq

end

end SpinGroenewold
```

```lean
#print axioms SpinGroenewold.groenewold_spin
#print axioms SpinGroenewold.groenewold_spin_of_spinSq
#print axioms SpinGroenewold.no_sphere_quantization
```

```
'SpinGroenewold.groenewold_spin' depends on axioms: [propext, Classical.choice, Quot.sound]
'SpinGroenewold.groenewold_spin_of_spinSq' depends on axioms: [propext, Classical.choice, Quot.sound]
'SpinGroenewold.no_sphere_quantization' depends on axioms: [propext, Classical.choice, Quot.sound]
```
